# Integrating −C/r⁶ over two uniform half-spaces gives −πCρ₁ρ₂/(12D²) per area for every gap D > 0

## Distances, densities and the pair energy

Two atoms at distance $r$ have the energy $-C/r^6$. The constant $C$ has units of energy times length to the sixth power. For neutral atoms in their ground states it stands for the London dispersion interaction between fluctuating dipoles, and it is then positive. Here it is a given real number, not derived from polarisabilities.

A body is a continuum with a constant number density $\rho$ (atoms per volume) and a flat surface. The gap $D$ is the distance from an atom, or from the surface of a second body, to the surface of the first. All quantities are real numbers in any consistent set of units.

```lean
import Mathlib

open MeasureTheory Set Filter
open scoped Real Topology

namespace HamakerSummation

noncomputable section
```

The pair energy is a function of the distance alone.

```lean
/-- The London dispersion energy `-C / r⁶` of two atoms at distance `r ≠ 0`. -/
def pairEnergy (C r : ℝ) : ℝ := -C / r ^ 6
```

Place an atom at height $z$ above a plane of atoms. The atoms of the plane at lateral distance $s$ form a ring of circumference $2\pi s$, and all of them are at distance $r=\sqrt{z^2+s^2}$. A layer of thickness $dz$ holds $\rho\,2\pi s\,ds\,dz$ atoms in that ring, so the energy per unit thickness is

$$w(z)=\int_0^\infty \rho\,(2\pi s)\,\frac{-C}{(\sqrt{z^2+s^2})^6}\,ds .$$

In Lean, `Ioi (0 : ℝ)` is the range $s>0$.

```lean
/-- Energy per unit thickness of an atom at height `z > 0` above a plane of atoms with
number density `ρ`, summed over rings of radius `s` and circumference `2πs`. -/
def planeEnergy (C ρ z : ℝ) : ℝ :=
  ∫ s in Ioi (0 : ℝ), ρ * (2 * π * s) * pairEnergy C (Real.sqrt (z ^ 2 + s ^ 2))
```

The half-space is a stack of such planes at heights $z>D$, so its energy with the atom is $\int_D^\infty w(z)\,dz$.

```lean
/-- Energy of an atom at distance `D > 0` from a half-space of density `ρ`. -/
def atomWall (C ρ D : ℝ) : ℝ := ∫ z in Ioi D, planeEnergy C ρ z
```

The atoms of a second half-space lie at distances $x>D$ from the first surface. Per unit area there are $\rho_2\,dx$ of them between $x$ and $x+dx$, and each has the atom–wall energy at distance $x$.

```lean
/-- Energy per area of two half-spaces of densities `ρ₁` and `ρ₂` across a gap `D > 0`. -/
def wallWall (C ρ₁ ρ₂ D : ℝ) : ℝ := ∫ x in Ioi D, ρ₂ * atomWall C ρ₁ x
```

If the first body has thickness $a$, an atom at distance $x$ from its near face sees planes from $x$ to $x+a$. If the second has thickness $b$, its atoms lie between $D$ and $D+b$.

```lean
/-- Energy per area of two parallel slabs of thicknesses `a` and `b` and densities
`ρ₁` and `ρ₂` across a gap `D > 0`. -/
def slabSlab (C ρ₁ ρ₂ a b D : ℝ) : ℝ :=
  ∫ x in D..(D + b), ρ₂ * ∫ z in x..(x + a), planeEnergy C ρ₁ z
```

These definitions are iterated integrals, taken in the order in which the layers are added up. They leave out the discreteness of the atoms, retardation at large distances, many-body dispersion and short-range repulsion.

## Integrals of inverse powers

Every integration over planes or layers needs an antiderivative of $1/x^{n+2}$. By the quotient rule, for $x>0$,

$$\frac{d}{dx}\left[-\frac{1}{(n+1)x^{n+1}}\right]=\frac{(n+1)^2x^n}{(n+1)^2x^{2n+2}}=\frac1{x^{n+2}} .$$

The proof takes the same derivative, clears the nonzero denominators and compares polynomials with `ring`.

```lean
/-- At `x > 0` the inverse power `1/xⁿ⁺²` is the derivative of `-1/((n+1) xⁿ⁺¹)`. -/
theorem hasDerivAt_invPow (n : ℕ) {x : ℝ} (hx : 0 < x) :
    HasDerivAt (fun y : ℝ => -(1 / (((n : ℝ) + 1) * y ^ (n + 1)))) (1 / x ^ (n + 2)) x := by
  have hne : ((n : ℝ) + 1) * x ^ (n + 1) ≠ 0 := by positivity
  have h := ((hasDerivAt_const x (1 : ℝ)).fun_div
    ((hasDerivAt_pow (n + 1) x).const_mul ((n : ℝ) + 1)) hne).fun_neg
  refine h.congr_deriv ?_
  rw [← neg_div, div_eq_div_iff (pow_ne_zero 2 hne) (by positivity), Nat.add_sub_cancel]
  push_cast
  ring
```

The antiderivative tends to $0$ at infinity, so for $D>0$

$$\int_D^\infty\frac{dx}{x^{n+2}}=0-\left[-\frac1{(n+1)D^{n+1}}\right]=\frac{1}{(n+1)D^{n+1}} .$$

The theorem has two parts: convergence (`IntegrableOn`) and the value. Since the integrand is non-negative, the finite limit `hlim` of the antiderivative is enough for both.

```lean
/-- The tail of an inverse power beyond `D > 0` is integrable, with integral
`1/((n+1) Dⁿ⁺¹)`. -/
theorem invPow_tail (n : ℕ) {D : ℝ} (hD : 0 < D) :
    IntegrableOn (fun x : ℝ => 1 / x ^ (n + 2)) (Ioi D) ∧
      ∫ x in Ioi D, 1 / x ^ (n + 2) = 1 / (((n : ℝ) + 1) * D ^ (n + 1)) := by
  have hlim : Tendsto (fun y : ℝ => -(1 / (((n : ℝ) + 1) * y ^ (n + 1)))) atTop (𝓝 0) := by
    have h1 : Tendsto (fun y : ℝ => ((n : ℝ) + 1) * y ^ (n + 1)) atTop atTop :=
      (tendsto_pow_atTop (Nat.succ_ne_zero n)).const_mul_atTop (by positivity)
    have h2 := (h1.const_div_atTop 1).neg
    rwa [neg_zero] at h2
  have hder := fun (x : ℝ) (hx : x ∈ Ici D) => hasDerivAt_invPow n (lt_of_lt_of_le hD hx)
  have hpos : ∀ x ∈ Ioi D, 0 ≤ 1 / x ^ (n + 2) := fun x hx => by
    have : 0 < x := lt_trans hD hx
    positivity
  refine ⟨integrableOn_Ioi_deriv_of_nonneg' hder hpos hlim, ?_⟩
  rw [integral_Ioi_of_hasDerivAt_of_nonneg' hder hpos hlim, sub_neg_eq_add, zero_add]
```

Between $p>0$ and $q\ge p$ the same antiderivative gives the difference of two tails,

$$\int_p^q\frac{dx}{x^{n+2}}=\frac1{(n+1)p^{n+1}}-\frac1{(n+1)q^{n+1}} .$$

```lean
/-- An inverse power is integrable between `p > 0` and `q ≥ p`, and its integral is the
difference of the two tails. -/
theorem invPow_interval (n : ℕ) {p q : ℝ} (hp : 0 < p) (hpq : p ≤ q) :
    IntervalIntegrable (fun x : ℝ => 1 / x ^ (n + 2)) volume p q ∧
      ∫ x in p..q, 1 / x ^ (n + 2) =
        1 / (((n : ℝ) + 1) * p ^ (n + 1)) - 1 / (((n : ℝ) + 1) * q ^ (n + 1)) := by
  have hint : IntervalIntegrable (fun x : ℝ => 1 / x ^ (n + 2)) volume p q :=
    (intervalIntegrable_iff_integrableOn_Ioc_of_le hpq).2
      ((invPow_tail n hp).1.mono_set Ioc_subset_Ioi_self)
  have hder : ∀ x ∈ uIcc p q, HasDerivAt
      (fun y : ℝ => -(1 / (((n : ℝ) + 1) * y ^ (n + 1)))) (1 / x ^ (n + 2)) x := fun x hx => by
    rw [uIcc_of_le hpq] at hx
    exact hasDerivAt_invPow n (lt_of_lt_of_le hp hx.1)
  refine ⟨hint, ?_⟩
  rw [intervalIntegral.integral_eq_sub_of_hasDerivAt hder hint]
  ring
```

## From rings to a plane

The radial integral has an antiderivative that the chain rule confirms:

$$\frac{d}{ds}\left[-\frac{1}{4(z^2+s^2)^2}\right]=\frac{2\cdot 2s}{4(z^2+s^2)^3}=\frac{s}{(z^2+s^2)^3} .$$

It vanishes as $s\to\infty$ and equals $-1/(4z^4)$ at $s=0$. Hence

$$\int_0^\infty\frac{s\,ds}{(z^2+s^2)^3}=\frac1{4z^4}\qquad(z>0).$$

In the code, `hder` is the derivative, `hpos` the sign of the integrand and `hlim` the limit at infinity.

```lean
/-- The radial integral over a plane at height `z > 0` converges and equals `1/(4z⁴)`. -/
theorem radial_integral {z : ℝ} (hz : 0 < z) :
    IntegrableOn (fun s : ℝ => s / (z ^ 2 + s ^ 2) ^ 3) (Ioi 0) ∧
      ∫ s in Ioi (0 : ℝ), s / (z ^ 2 + s ^ 2) ^ 3 = 1 / (4 * z ^ 4) := by
  have hder : ∀ s ∈ Ici (0 : ℝ), HasDerivAt (fun t : ℝ => -(1 / (4 * (z ^ 2 + t ^ 2) ^ 2)))
      (s / (z ^ 2 + s ^ 2) ^ 3) s := fun s _ => by
    have hne : 4 * (z ^ 2 + s ^ 2) ^ 2 ≠ 0 := by positivity
    have h := ((hasDerivAt_const s (1 : ℝ)).fun_div
      ((((hasDerivAt_pow 2 s).const_add (z ^ 2)).fun_pow 2).const_mul 4) hne).fun_neg
    refine h.congr_deriv ?_
    rw [← neg_div, div_eq_div_iff (pow_ne_zero 2 hne) (by positivity)]
    simp only [Nat.reduceSub, Nat.cast_ofNat, pow_one]
    ring
  have hpos : ∀ s ∈ Ioi (0 : ℝ), 0 ≤ s / (z ^ 2 + s ^ 2) ^ 3 := fun s hs => by
    have : 0 < s := hs
    positivity
  have hlim : Tendsto (fun t : ℝ => -(1 / (4 * (z ^ 2 + t ^ 2) ^ 2))) atTop (𝓝 0) := by
    have h1 : Tendsto (fun t : ℝ => z ^ 2 + t ^ 2) atTop atTop :=
      tendsto_atTop_add_const_left _ _ (tendsto_pow_atTop two_ne_zero)
    have h2 : Tendsto (fun t : ℝ => 4 * (z ^ 2 + t ^ 2) ^ 2) atTop atTop :=
      ((tendsto_pow_atTop two_ne_zero).comp h1).const_mul_atTop (by norm_num)
    have h3 := (h2.const_div_atTop 1).neg
    rwa [neg_zero] at h3
  refine ⟨integrableOn_Ioi_deriv_of_nonneg' hder hpos hlim, ?_⟩
  rw [integral_Ioi_of_hasDerivAt_of_nonneg' hder hpos hlim]
  ring
```

Since $(\sqrt{z^2+s^2})^6=(z^2+s^2)^3$, the constants come out of the integral:

$$w(z)=-2\pi C\rho\cdot\frac{1}{4z^4}=-\frac{\pi C\rho}{2z^4} .$$

The rewriting of the sixth power is the step `h6`. The theorem also states that the sum over rings converges.

```lean
/-- For an atom at height `z > 0` above a plane of atoms the sum over rings converges, and
the energy per unit thickness is `-πCρ/(2z⁴)`. -/
theorem planeEnergy_eq (C ρ : ℝ) {z : ℝ} (hz : 0 < z) :
    IntegrableOn (fun s : ℝ => ρ * (2 * π * s) * pairEnergy C (Real.sqrt (z ^ 2 + s ^ 2)))
      (Ioi 0) ∧ planeEnergy C ρ z = -(π * C * ρ) / (2 * z ^ 4) := by
  have heq : (fun s : ℝ => ρ * (2 * π * s) * pairEnergy C (Real.sqrt (z ^ 2 + s ^ 2))) =
      fun s => -(2 * π * C * ρ) * (s / (z ^ 2 + s ^ 2) ^ 3) := by
    funext s
    -- the sixth power of the distance is the cube of its square
    have h6 : Real.sqrt (z ^ 2 + s ^ 2) ^ 6 = (z ^ 2 + s ^ 2) ^ 3 := by
      rw [show (6 : ℕ) = 2 * 3 from rfl, pow_mul, Real.sq_sqrt (by positivity)]
    rw [pairEnergy, h6]
    ring
  unfold planeEnergy
  rw [heq, integral_const_mul, (radial_integral hz).2]
  exact ⟨Integrable.const_mul (radial_integral hz).1 _, by ring⟩
```

## An atom facing a half-space

Integrating the planes over $z>D$ uses the tail formula with $n=2$:

$$\int_D^\infty -\frac{\pi C\rho}{2z^4}\,dz=-\frac{\pi C\rho}{2}\cdot\frac{1}{3D^3}=-\frac{\pi C\rho}{6D^3} .$$

The statement reads: for all real $C$ and $\rho$ and every $D>0$, the integral over planes converges and `atomWall C ρ D` has this value. The step `heq` replaces the plane energy by its closed form on the range of integration, where every $z$ is positive.

```lean
/-- The energy of an atom at distance `D > 0` from a half-space is a convergent integral
over planes, equal to `-πCρ/(6D³)`. -/
theorem atomWall_eq (C ρ : ℝ) {D : ℝ} (hD : 0 < D) :
    IntegrableOn (planeEnergy C ρ) (Ioi D) ∧
      atomWall C ρ D = -(π * C * ρ) / (6 * D ^ 3) := by
  have heq : EqOn (planeEnergy C ρ) (fun z => -(π * C * ρ) / 2 * (1 / z ^ (2 + 2)))
      (Ioi D) := fun z hz => by
    simp only [(planeEnergy_eq C ρ (lt_trans hD hz)).2]
    ring
  refine ⟨(integrableOn_congr_fun heq measurableSet_Ioi).2
    (Integrable.const_mul (invPow_tail 2 hD).1 _), ?_⟩
  rw [atomWall, setIntegral_congr_fun measurableSet_Ioi heq, integral_const_mul,
    (invPow_tail 2 hD).2]
  push_cast
  ring
```

The hypothesis $D>0$ keeps the atom outside the body. Take $C=\rho=1$ and $D=-1$, an atom buried one unit deep. The range of integration now contains $z=0$, where $1/z^4$ is not integrable, so the energy diverges to $-\infty$. The closed formula would return $+\pi/6$, a finite positive energy. Lean gives a divergent integral the value $0$, so the equation fails there too.

## Two half-spaces and the slope of their energy

One more integration, with density $\rho_2$ and the tail formula for $n=1$, gives the energy per area:

$$\int_D^\infty\rho_2\left(-\frac{\pi C\rho_1}{6x^3}\right)dx=-\frac{\pi C\rho_1\rho_2}{6}\cdot\frac1{2D^2}=-\frac{\pi C\rho_1\rho_2}{12D^2} .$$

The proof repeats the previous pattern one level up: insert the atom–wall law for $x>D$, take out the constant, apply the tail formula.

```lean
/-- Hamaker summation for two half-spaces across a gap `D > 0`: the integral over the second
body converges, and the energy per area is `-πCρ₁ρ₂/(12D²)`. -/
theorem wallWall_eq (C ρ₁ ρ₂ : ℝ) {D : ℝ} (hD : 0 < D) :
    IntegrableOn (fun x => ρ₂ * atomWall C ρ₁ x) (Ioi D) ∧
      wallWall C ρ₁ ρ₂ D = -(π * C * ρ₁ * ρ₂) / (12 * D ^ 2) := by
  have heq : EqOn (fun x => ρ₂ * atomWall C ρ₁ x)
      (fun x => -(π * C * ρ₁ * ρ₂) / 6 * (1 / x ^ (1 + 2))) (Ioi D) := fun x hx => by
    simp only [(atomWall_eq C ρ₁ (lt_trans hD hx)).2]
    ring
  refine ⟨(integrableOn_congr_fun heq measurableSet_Ioi).2
    (Integrable.const_mul (invPow_tail 1 hD).1 _), ?_⟩
  rw [wallWall, setIntegral_congr_fun measurableSet_Ioi heq, integral_const_mul,
    (invPow_tail 1 hD).2]
  push_cast
  ring
```

Differentiating in the gap gives

$$\frac{d}{dD}\left[-\frac{\pi C\rho_1\rho_2}{12D^2}\right]=\frac{\pi C\rho_1\rho_2}{6D^3} .$$

For positive $C$, $\rho_1$ and $\rho_2$ the energy rises as the bodies are pulled apart, so they attract, and the force per area is minus this slope. A derivative needs the formula at neighbouring gaps as well as at $D$. The `filter_upwards` step supplies it, because all gaps close enough to a positive $D$ are positive.

```lean
/-- At a gap `D > 0` the energy per area of two half-spaces has slope `πCρ₁ρ₂/(6D³)`
as a function of the gap. -/
theorem hasDerivAt_wallWall (C ρ₁ ρ₂ : ℝ) {D : ℝ} (hD : 0 < D) :
    HasDerivAt (wallWall C ρ₁ ρ₂) (π * C * ρ₁ * ρ₂ / (6 * D ^ 3)) D := by
  have h := (hasDerivAt_invPow 1 hD).const_mul (π * C * ρ₁ * ρ₂ / 6)
  refine (h.congr_of_eventuallyEq ?_).congr_deriv (by ring)
  filter_upwards [Ioi_mem_nhds hD] with x hx
  rw [(wallWall_eq C ρ₁ ρ₂ hx).2]
  push_cast
  ring
```

## Slabs of finite thickness

For a first slab of thickness $a\ge0$, the atoms of the second slab at distance $x$ contribute, per area and per unit thickness of their layer,

$$\rho_2\int_x^{x+a}-\frac{\pi C\rho_1}{2z^4}\,dz=-\frac{\pi C\rho_1\rho_2}{6}\left[\frac1{x^3}-\frac1{(x+a)^3}\right].$$

Integrating over the second slab, from $D$ to $D+b$ with $b\ge0$, needs two integrals:

$$\int_D^{D+b}\frac{dx}{x^3}=\frac12\left[\frac1{D^2}-\frac1{(D+b)^2}\right],\qquad
\int_D^{D+b}\frac{dx}{(x+a)^3}=\frac12\left[\frac1{(D+a)^2}-\frac1{(D+a+b)^2}\right].$$

Their difference gives the energy per area

$$-\frac{\pi C\rho_1\rho_2}{12}\left[\frac1{D^2}-\frac1{(D+a)^2}-\frac1{(D+b)^2}+\frac1{(D+a+b)^2}\right].$$

Each term belongs to one pair of faces, and the energy vanishes when either thickness is zero. In the proof, the outer `heq` gives $\rho_2$ times the energy of one atom facing the first slab, and `integral_comp_add_right` performs the shift $x\mapsto x+a$ in the second integral.

```lean
/-- Two slabs of thicknesses `a, b ≥ 0` across a gap `D > 0` have an energy per area made of
four inverse squares, one for each pair of faces. -/
theorem slabSlab_eq (C ρ₁ ρ₂ : ℝ) {a b D : ℝ} (ha : 0 ≤ a) (hb : 0 ≤ b) (hD : 0 < D) :
    slabSlab C ρ₁ ρ₂ a b D = -(π * C * ρ₁ * ρ₂) / 12 *
      (1 / D ^ 2 - 1 / (D + a) ^ 2 - 1 / (D + b) ^ 2 + 1 / (D + a + b) ^ 2) := by
  have hpos : ∀ x ∈ uIcc D (D + b), 0 < x := fun x hx => by
    rw [uIcc_of_le (by linarith)] at hx
    exact lt_of_lt_of_le hD hx.1
  -- `ρ₂` times the energy of one atom facing the first slab
  have heq : EqOn (fun x => ρ₂ * ∫ z in x..(x + a), planeEnergy C ρ₁ z)
      (fun x => -(π * C * ρ₁ * ρ₂) / 6 * (1 / x ^ (1 + 2) - 1 / (x + a) ^ (1 + 2)))
      (uIcc D (D + b)) := fun x hx => by
    have hx0 := hpos x hx
    have hin : EqOn (planeEnergy C ρ₁) (fun z => -(π * C * ρ₁) / 2 * (1 / z ^ (2 + 2)))
        (uIcc x (x + a)) := fun z hz => by
      rw [uIcc_of_le (by linarith)] at hz
      simp only [(planeEnergy_eq C ρ₁ (lt_of_lt_of_le hx0 hz.1)).2]
      ring
    beta_reduce
    rw [intervalIntegral.integral_congr hin, intervalIntegral.integral_const_mul,
      (invPow_interval 2 hx0 (by linarith)).2]
    push_cast
    simp only [one_div, mul_inv]
    ring
  have hshift : IntervalIntegrable (fun x : ℝ => 1 / (x + a) ^ (1 + 2)) volume D (D + b) :=
    ContinuousOn.intervalIntegrable (continuousOn_const.div (by fun_prop) fun x hx => by
      have := hpos x hx
      positivity)
  -- sum over the atoms of the second slab
  rw [slabSlab, intervalIntegral.integral_congr heq, intervalIntegral.integral_const_mul,
    intervalIntegral.integral_sub (invPow_interval 1 hD (by linarith)).1 hshift,
    intervalIntegral.integral_comp_add_right (fun x : ℝ => 1 / x ^ (1 + 2)) a,
    (invPow_interval 1 hD (by linarith)).2,
    (invPow_interval 1 (by linarith : 0 < D + a) (by linarith)).2]
  push_cast
  simp only [one_div, mul_inv]
  ring

end

end HamakerSummation
```

```lean
#print axioms HamakerSummation.wallWall_eq
#print axioms HamakerSummation.hasDerivAt_wallWall
#print axioms HamakerSummation.slabSlab_eq
```

```
'HamakerSummation.wallWall_eq' depends on axioms: [propext, Classical.choice, Quot.sound]
'HamakerSummation.hasDerivAt_wallWall' depends on axioms: [propext, Classical.choice, Quot.sound]
'HamakerSummation.slabSlab_eq' depends on axioms: [propext, Classical.choice, Quot.sound]
```

## Wall potentials and thin slabs in code

In a pairwise-additive continuum model without retardation, these formulas turn a $C$ coefficient from an electronic-structure calculation into an interaction between flat surfaces. The material parameters are usually collected in the Hamaker constant $A=\pi^2C\rho_1\rho_2$, which brings the energy per area to the form $-A/(12\pi D^2)$.

In a molecular simulation, the atom–wall law is the attractive part of the 9-3 wall potential. A Lennard-Jones interaction with well depth $\varepsilon$ and diameter $\sigma$ has $C=4\varepsilon\sigma^6$, so the attraction of a smooth wall of density $\rho$ contributes $-2\pi\rho\varepsilon\sigma^6/(3D^3)$. This one term per particle replaces the sum of the attractive $1/r^6$ terms over wall atoms; the repulsive part of the potential is a separate term in $1/D^9$.

The slab formula needs care in floating-point arithmetic. For $a,b\ll D$, a Taylor expansion by hand reduces the bracket to about $6ab/D^4$, while each of its four terms is close to $1/D^2$. Subtracting them directly then loses significant digits. The leading term $6ab/D^4$ avoids the subtraction, but it has a relative error of about $2(a+b)/D$ of its own, so it is the better choice only where the rounding error of the direct formula is larger than that.
